# Minimal-basis H₂: a scaled spin-projected UHF determinant gives every nonzero singlet p|g↑g↓| − q|u↑u↓| with p, q ≥ 0

When H₂ is stretched, the closed-shell determinant |g↑g↓| built from the bonding orbital g becomes inadequate, because the determinant |u↑u↓| of the antibonding orbital u gains weight. With real orbitals the two are coupled by a positive exchange integral, so they enter the ground state with opposite signs:

p|g↑g↓| − q|u↑u↓|, with p, q ≥ 0 up to an overall sign.

Unrestricted Hartree–Fock (UHF) treats the same bond by giving the two spins different orbitals, at the cost of mixing in a triplet. Does removing the triplet from one such determinant recover the two-configuration state? Take the orbitals (cos x) g ± (sin x) u, one for each spin. For real p and q, there is an angle x at which a positive multiple of the projected determinant equals this state exactly when p and q are nonnegative and not both zero.

```lean
import Mathlib

open Matrix

namespace MinimalBasisProjectedUHF

noncomputable section
```

## Two electrons in two orbitals

Let i, j label the orbitals of electrons one and two, and σ, τ their spins. A state is a real amplitude

Ψ(i, σ, j, τ),

where orbital index 0 means g, orbital index 1 means u, and the two are orthonormal. The type admits any real amplitude; antisymmetry under electron exchange comes from the determinants below.

```lean
/-- Real two-electron amplitudes, indexed by orbital and spin of electron one, then orbital and
spin of electron two. -/
abbrev TwoElectron := Fin 2 → Fin 2 → Fin 2 → Fin 2 → ℝ
```

The spin functions are the unit vectors ↑ = (1, 0) and ↓ = (0, 1).

```lean
/-- The spin-up function. -/
def up : Fin 2 → ℝ := ![1, 0]

/-- The spin-down function. -/
def down : Fin 2 → ℝ := ![0, 1]
```

For a spin-up electron in orbital a and a spin-down electron in orbital b, the determinant is

D(a, b) = a(i)↑(σ) b(j)↓(τ) − b(i)↓(σ) a(j)↑(τ).

The factor 1/√2 is omitted, so for unit vectors a and b the squared norm of D(a, b) is 2.

```lean
/-- The unnormalised determinant with a spin-up electron in orbital `a` and a spin-down
electron in orbital `b`. -/
def uhf (a b : Fin 2 → ℝ) : TwoElectron := fun i σ j τ =>
  a i * up σ * (b j * down τ) - b i * down σ * (a j * up τ)
```

The singlet part of a two-electron state is the part antisymmetric in the two spin labels:

(PΨ)(i, σ, j, τ) = [Ψ(i, σ, j, τ) − Ψ(i, τ, j, σ)]/2.

```lean
/-- Projection onto the two-electron singlet: antisymmetrisation in the two spin labels. -/
def singletProj (Ψ : TwoElectron) : TwoElectron := fun i σ j τ =>
  (Ψ i σ j τ - Ψ i τ j σ) / 2
```

A singlet is a spatial matrix M times the antisymmetric spin function:

S(M) = M(i, j) [↑(σ)↓(τ) − ↓(σ)↑(τ)].

```lean
/-- The product of a spatial amplitude matrix and the antisymmetric spin function. -/
def singlet (M : Matrix (Fin 2) (Fin 2) ℝ) : TwoElectron := fun i σ j τ =>
  M i j * (up σ * down τ - down σ * up τ)
```

The spatial matrix that will arise from two orbitals is their symmetrised product,

M(a, b) = (abᵀ + baᵀ)/2.

In Lean, `vecMulVec a b` is the outer product abᵀ.

```lean
/-- The symmetrised product of two orbitals, `(a bᵀ + b aᵀ) / 2`. -/
def spatial (a b : Fin 2 → ℝ) : Matrix (Fin 2) (Fin 2) ℝ :=
  (1 / 2 : ℝ) • (vecMulVec a b + vecMulVec b a)
```

The target combines the two closed-shell determinants,

T(p, q) = p D(g, g) − q D(u, u), g = (1, 0), u = (0, 1).

Here p and q are amplitudes. After normalisation the antibonding configuration has probability q²/(p² + q²), whenever p and q are not both zero.

```lean
/-- The two-configuration state: `p` times the doubly occupied bonding determinant minus `q`
times the doubly occupied antibonding determinant. -/
def twoConfig (p q : ℝ) : TwoElectron :=
  p • uhf ![1, 0] ![1, 0] - q • uhf ![0, 1] ![0, 1]
```

The UHF orbitals are the bonding orbital rotated by opposite angles:

a = (cos x, sin x), b = (cos x, −sin x).

```lean
/-- The spin-up orbital, a rotation of the bonding orbital by the angle `x`. -/
def orbA (x : ℝ) : Fin 2 → ℝ := ![Real.cos x, Real.sin x]

/-- The spin-down orbital, a rotation of the bonding orbital by the angle `-x`. -/
def orbB (x : ℝ) : Fin 2 → ℝ := ![Real.cos x, -Real.sin x]
```

## Projection leaves two determinants

Exchanging the spin labels in D(a, b) gives

a(i)↑(τ) b(j)↓(σ) − b(i)↓(τ) a(j)↑(σ) = −D(b, a).

Subtracting this and halving yields the two-point form

P D(a, b) = [D(a, b) + D(b, a)]/2.

The Lean proof compares amplitudes at arbitrary indices and leaves the algebra to `ring`.

```lean
/-- Singlet projection of a UHF determinant gives half the sum of that determinant and the one
with the two spins exchanged. -/
theorem singletProj_two_point (a b : Fin 2 → ℝ) :
    singletProj (uhf a b) = (1 / 2 : ℝ) • (uhf a b + uhf b a) := by
  funext i σ j τ
  simp only [singletProj, uhf, Pi.smul_apply, Pi.add_apply, smul_eq_mul]
  ring
```

The entries of the spatial matrix are

M(a, b)(i, j) = [a(i)b(j) + b(i)a(j)]/2.

```lean
lemma spatial_apply (a b : Fin 2 → ℝ) (i j : Fin 2) :
    spatial a b i j = (a i * b j + b i * a j) / 2 := by
  simp only [spatial, Matrix.smul_apply, Matrix.add_apply, vecMulVec_apply, smul_eq_mul]
  ring
```

In the sum of the two determinants, ↑(σ)↓(τ) has coefficient a(i)b(j) + b(i)a(j), and ↓(σ)↑(τ) has the negative of it. Therefore

P D(a, b) = S(M(a, b)).

```lean
/-- The singlet-projected UHF determinant is the symmetrised orbital product times the
antisymmetric spin function. -/
theorem singletProj_uhf (a b : Fin 2 → ℝ) :
    singletProj (uhf a b) = singlet (spatial a b) := by
  funext i σ j τ
  simp only [singletProj, uhf, singlet, spatial_apply]
  ring
```

## Comparing spatial matrices

A singlet determines its spatial matrix, because setting σ = ↑ and τ = ↓ makes the spin factor 1:

S(M)(i, ↑, j, ↓) = M(i, j).

The proof evaluates the assumed equality at spin indices 0 and 1.

```lean
lemma singlet_injective {M N : Matrix (Fin 2) (Fin 2) ℝ} (h : singlet M = singlet N) :
    M = N := by
  ext i j
  -- read off the amplitude with electron one up and electron two down
  have h' := congrFun (congrFun (congrFun (congrFun h i) 0) j) 1
  simpa [singlet, up, down] using h'
```

A scale factor passes to the matrix, c S(M) = S(cM).

```lean
lemma smul_singlet (c : ℝ) (M : Matrix (Fin 2) (Fin 2) ℝ) :
    c • singlet M = singlet (c • M) := by
  funext i σ j τ
  simp only [singlet, Pi.smul_apply, Matrix.smul_apply, smul_eq_mul]
  ring
```

Since D(g, g) = S(ggᵀ) and D(u, u) = S(uuᵀ), the target is

T(p, q) = S(diag(p, −q)).

`fin_cases` checks the four orbital pairs.

```lean
lemma twoConfig_eq (p q : ℝ) : twoConfig p q = singlet !![p, 0; 0, -q] := by
  funext i σ j τ
  fin_cases i <;> fin_cases j <;> simp [twoConfig, uhf, singlet]
```

For the rotated orbitals the off-diagonal entries cancel,

(−cos x sin x + cos x sin x)/2 = 0,

and the diagonal ones are cos² x and −sin² x:

M(a, b) = diag(cos² x, −sin² x).

Since D(a, b) has squared norm 2 and its projection has squared norm 2(cos⁴ x + sin⁴ x), the singlet fraction of the normalised UHF determinant is cos⁴ x + sin⁴ x.

```lean
lemma spatial_angle (x : ℝ) :
    spatial (orbA x) (orbB x) = !![Real.cos x ^ 2, 0; 0, -Real.sin x ^ 2] := by
  ext i j
  rw [spatial_apply]
  fin_cases i <;> fin_cases j <;> simp [orbA, orbB] <;> ring
```

Matching the projected determinant, scaled by c, to the target now amounts to two scalar equations:

c cos² x = p, c sin² x = q.

In the forward direction the proof strips off the spin factor by injectivity and reads the two diagonal entries. In the reverse direction it substitutes p and q and compares matrices.

```lean
/-- The scaled projected determinant equals the two-configuration state exactly when the scaled
squares of cosine and sine are the amplitudes `p` and `q`, respectively. -/
theorem projected_eq_twoConfig_iff (c x p q : ℝ) :
    c • singletProj (uhf (orbA x) (orbB x)) = twoConfig p q ↔
      c * Real.cos x ^ 2 = p ∧ c * Real.sin x ^ 2 = q := by
  rw [singletProj_uhf, smul_singlet, twoConfig_eq, spatial_angle]
  constructor
  · intro h
    have h' := singlet_injective h
    have h0 := congrFun (congrFun h' 0) 0
    have h1 := congrFun (congrFun h' 1) 1
    exact ⟨by simpa using h0, by simpa using h1⟩
  · rintro ⟨rfl, rfl⟩
    refine congrArg singlet ?_
    ext i j
    fin_cases i <;> fin_cases j <;> simp
```

## Solving for the scale and the angle

Suppose c > 0 solves the two equations. Both left-hand sides are nonnegative, so p, q ≥ 0. Adding them gives

c = p + q,

so p and q cannot both vanish.

Conversely, let p, q ≥ 0 with p + q > 0. Then p/(p + q) lies between 0 and 1, and we may take

c = p + q, x = arccos √(p/(p + q)).

This gives c cos² x = p and c sin² x = (p + q) − p = q.

The theorem states the equivalence, with existence of c and x on the left and the sign conditions on the right. Its proof follows the same two directions; most of the second establishes that the square root lies in the range where cos(arccos y) = y.

```lean
/-- A two-configuration singlet is a positive multiple of a singlet-projected UHF determinant
with orbitals `(cos x, sin x)` and `(cos x, -sin x)` if and only if `p` and `q` are nonnegative
and not both zero. -/
theorem exists_projected_uhf_iff (p q : ℝ) :
    (∃ c x : ℝ, 0 < c ∧ c • singletProj (uhf (orbA x) (orbB x)) = twoConfig p q) ↔
      0 ≤ p ∧ 0 ≤ q ∧ ¬(p = 0 ∧ q = 0) := by
  simp only [projected_eq_twoConfig_iff]
  constructor
  · rintro ⟨c, x, hc, hp, hq⟩
    refine ⟨by rw [← hp]; positivity, by rw [← hq]; positivity, ?_⟩
    rintro ⟨p0, q0⟩
    -- the amplitudes p and q add up to the scale c
    have hs : c = p + q := by
      linear_combination hp + hq - c * Real.sin_sq_add_cos_sq x
    linarith
  · rintro ⟨hp, hq, hne⟩
    have hs : 0 < p + q := by
      rcases hp.lt_or_eq with h | h
      · linarith
      · rcases hq.lt_or_eq with h' | h'
        · linarith
        · exact absurd ⟨h.symm, h'.symm⟩ hne
    have hr0 : 0 ≤ p / (p + q) := by positivity
    have hr1 : p / (p + q) ≤ 1 := by
      rw [div_le_iff₀ hs]
      linarith
    have hle : √(p / (p + q)) ≤ 1 :=
      Real.sqrt_le_iff.mpr ⟨by norm_num, by rw [one_pow]; exact hr1⟩
    -- choose the angle whose squared cosine is p / (p + q)
    have hcos : Real.cos (Real.arccos √(p / (p + q))) ^ 2 = p / (p + q) := by
      rw [Real.cos_arccos (by linarith [Real.sqrt_nonneg (p / (p + q))]) hle,
        Real.sq_sqrt hr0]
    have hm : (p + q) * (p / (p + q)) = p := mul_div_cancel₀ p hs.ne'
    refine ⟨p + q, Real.arccos √(p / (p + q)), hs, ?_, ?_⟩
    · rw [hcos, hm]
    · rw [Real.sin_sq, hcos]
      linarith
```

Removing the spin factor leaves the matrix identity

c(abᵀ + baᵀ)/2 = diag(p, −q).

The hypotheses `hp`, `hq` and `hne` are the sign conditions and the exclusion of the zero state.

```lean
/-- For nonnegative `p` and `q`, not both zero, there is an angle `x` for which a positive multiple
of the symmetrised product of `orbA x` and `orbB x` is the diagonal matrix with entries `p` and
`-q`. -/
theorem exists_spatial_eq_diag (p q : ℝ) (hp : 0 ≤ p) (hq : 0 ≤ q) (hne : ¬(p = 0 ∧ q = 0)) :
    ∃ c x : ℝ, 0 < c ∧ c • spatial (orbA x) (orbB x) = !![p, 0; 0, -q] := by
  obtain ⟨c, x, hc, h⟩ := (exists_projected_uhf_iff p q).mpr ⟨hp, hq, hne⟩
  rw [singletProj_uhf, smul_singlet, twoConfig_eq] at h
  exact ⟨c, x, hc, singlet_injective h⟩
```

A nonzero target fixes both the scale and cos 2x. From the two scalar equations,

(p + q) cos 2x = c(2cos² x − 1) = 2p − (p + q) = p − q.

For p + q > 0 this gives cos 2x = (p − q)/(p + q), so x is determined up to sign and multiples of π. The Lean statement makes no assumption on the sign of c.

At q = 0 one may take x = 0, and both spins occupy the bonding orbital. The dissociation limit is p = q > 0, where x = π/4 is a solution and the orbitals are

a = (1, 1)/√2, b = (1, −1)/√2.

For well-separated atoms these are the two atomic orbitals. The UHF determinant then places one spin on each atom and is half singlet, half triplet; projection keeps the covalent singlet.

```lean
/-- If the scaled projected determinant equals the two-configuration state with amplitudes `p` and
`q`, then the scale is `p + q` and the orbital angle satisfies `(p + q) cos 2x = p - q`. -/
theorem scale_and_angle (c x p q : ℝ)
    (h : c • singletProj (uhf (orbA x) (orbB x)) = twoConfig p q) :
    c = p + q ∧ (p + q) * Real.cos (2 * x) = p - q := by
  obtain ⟨hp, hq⟩ := (projected_eq_twoConfig_iff c x p q).mp h
  have hs : c = p + q := by
    linear_combination hp + hq - c * Real.sin_sq_add_cos_sq x
  refine ⟨hs, ?_⟩
  rw [← hs, Real.cos_two_mul]
  linear_combination 2 * hp - hs
```

## The sign restriction for general real orbitals

The opposite-angle orbitals are a one-parameter family, so the sign condition might be a result of that choice. Let a and b instead be arbitrary real vectors, with any scale absorbed into them. Matching spatial matrices gives

p = a(0)b(0), q = −a(1)b(1), a(0)b(1) + b(0)a(1) = 0.

The last equation turns the product of the amplitudes into a square:

pq = −[a(0)b(1)][b(0)a(1)] = [a(0)b(1)]² ≥ 0.

No real choice of orbitals therefore reaches a state with pq < 0. The condition pq ≥ 0 also admits p and q both negative, which corresponds to reversing the overall sign of the state. The theorem gives a necessary condition and concerns real orbitals only. In Lean, `e00`, `e01` and `e11` are the three matrix entries, and `hsq` is the square identity.

```lean
/-- If a singlet-projected determinant with any real orbitals `a` and `b` equals the
two-configuration state, then `p q` is nonnegative. -/
theorem weights_of_real_orbitals (a b : Fin 2 → ℝ) (p q : ℝ)
    (h : singletProj (uhf a b) = twoConfig p q) : 0 ≤ p * q := by
  rw [singletProj_uhf, twoConfig_eq] at h
  have h' := singlet_injective h
  have e00 := congrFun (congrFun h' 0) 0
  have e01 := congrFun (congrFun h' 0) 1
  have e11 := congrFun (congrFun h' 1) 1
  rw [spatial_apply] at e00 e01 e11
  have f00 : (a 0 * b 0 + b 0 * a 0) / 2 = p := e00
  have f01 : (a 0 * b 1 + b 0 * a 1) / 2 = 0 := e01
  have f11 : (a 1 * b 1 + b 1 * a 1) / 2 = -q := e11
  have hp : p = a 0 * b 0 := by linarith
  have hq : q = -(a 1 * b 1) := by linarith
  -- the vanishing off-diagonal entry turns the product p q into a square
  have hsq : p * q = (a 0 * b 1) ^ 2 := by
    rw [hp, hq]
    linear_combination (-2 * a 0 * b 1) * f01
  rw [hsq]
  positivity

end

end MinimalBasisProjectedUHF
```

```lean
#print axioms MinimalBasisProjectedUHF.singletProj_uhf
#print axioms MinimalBasisProjectedUHF.exists_spatial_eq_diag
#print axioms MinimalBasisProjectedUHF.scale_and_angle
#print axioms MinimalBasisProjectedUHF.weights_of_real_orbitals
```

```
'MinimalBasisProjectedUHF.singletProj_uhf' depends on axioms: [propext, Classical.choice, Quot.sound]
'MinimalBasisProjectedUHF.exists_spatial_eq_diag' depends on axioms: [propext, Classical.choice, Quot.sound]
'MinimalBasisProjectedUHF.scale_and_angle' depends on axioms: [propext, Classical.choice, Quot.sound]
'MinimalBasisProjectedUHF.weights_of_real_orbitals' depends on axioms: [propext, Classical.choice, Quot.sound]
```

In the two-electron, two-orbital model, a spin-projected UHF determinant can thus represent the opposite-sign two-configuration singlet exactly. The result doesn't address larger basis sets, more electrons, or whether an energy minimisation before projection would select the required angle.
